# A leading K-edge scattering operator vanishes for all Hermitian bonds exactly when its site weights are opposite across every edge

On a finite simple graph, the model's leading K-edge scattering operator adds up, site by site, a complex weight `η i` times the sum of the bond matrices meeting at that site. The weights are called phases in the file, but they may be any complex numbers, and the bonds are complex square matrices with a nonempty index set. `scatteringOp_eq_zero_iff` states that this operator is zero for every choice of Hermitian bonds if and only if `η i = -η j` whenever `i` and `j` are adjacent. The attempt gets one direction from the preceding lemma; for the other it sets one bond to the identity and the rest to zero, then reads `η i + η j = 0` off a diagonal entry.

An attempt in Lean 4 with a fault in it:

```lean
import Mathlib

open Matrix

namespace KEdgeTwoMagnonRIXS

noncomputable section

variable {V n ι : Type*} [Fintype V] [DecidableEq V] [Fintype ι]
variable (G : SimpleGraph V) [DecidableRel G.Adj]

/-- The leading K-edge scattering operator: each site `i` contributes its phase `φ i` times
the sum of the bonds that meet at `i`. -/
def scatteringOp (φ : V → ℂ) (h : Sym2 V → Matrix n n ℂ) : Matrix n n ℂ :=
  ∑ i, φ i • ∑ j ∈ G.neighborFinset i, h s(i, j)

/-- The phase of a bond: the sum of the phases of its two end sites. -/
def bondPhase (φ : V → ℂ) : Sym2 V → ℂ :=
  Sym2.lift ⟨fun i j => φ i + φ j, fun _ _ => add_comm _ _⟩

/-- The scattering operator is a sum over edges, each bond weighted by the sum of the phases
of its two ends. -/
theorem scatteringOp_eq_bond_sum (φ : V → ℂ) (h : Sym2 V → Matrix n n ℂ) :
    scatteringOp G φ h = ∑ e ∈ G.edgeFinset, bondPhase φ e • h e := by
  -- the bonds at site `i` are the edges that contain `i`
  have inner : ∀ i, ∑ j ∈ G.neighborFinset i, h s(i, j)
      = ∑ e ∈ G.edgeFinset, if i ∈ e then h e else 0 := by
    intro i
    rw [← Finset.sum_filter]
    refine Finset.sum_bij (fun j _ => s(i, j)) ?_ ?_ ?_ ?_
    · intro j hj
      simpa using hj
    · intro a _ b _ hab
      exact Sym2.congr_right.mp hab
    · intro e he
      rw [Finset.mem_filter] at he
      obtain ⟨j, rfl⟩ := Sym2.mem_iff_exists.mp he.2
      exact ⟨j, by simpa using he.1, rfl⟩
    · intros
      rfl
  unfold scatteringOp
  simp_rw [inner, Finset.smul_sum]
  rw [Finset.sum_comm]
  refine Finset.sum_congr rfl fun e he => ?_
  induction e using Sym2.ind with
  | _ a b =>
    have hadj : G.Adj a b := by simpa using he
    have hab : a ≠ b := hadj.ne
    -- each edge is met exactly twice, once from each end
    have split : ∀ i, φ i • (if i ∈ s(a, b) then h s(a, b) else 0)
        = (if i = a then φ i • h s(a, b) else 0)
          + (if i = b then φ i • h s(a, b) else 0) := by
      intro i
      by_cases h1 : i = a
      · subst h1
        simp [hab]
      · by_cases h2 : i = b
        · subst h2
          simp [h1]
        · simp [h1, h2]
    simp only [split, Finset.sum_add_distrib, Finset.sum_ite_eq', Finset.mem_univ, if_true]
    rw [← add_smul]
    rfl

/-- If the site phases change sign across every edge, the scattering operator is zero. -/
theorem scatteringOp_staggered (η : V → ℂ) (hη : ∀ i j, G.Adj i j → η i = -η j)
    (h : Sym2 V → Matrix n n ℂ) : scatteringOp G η h = 0 := by
  rw [scatteringOp_eq_bond_sum]
  refine Finset.sum_eq_zero fun e he => ?_
  induction e using Sym2.ind with
  | _ a b =>
    have hadj : G.Adj a b := by simpa using he
    have h0 : bondPhase η s(a, b) = 0 := by
      change η a + η b = 0
      rw [hη a b hadj]
      ring
    rw [h0, zero_smul]

/-- The scattering operator vanishes for every choice of Hermitian bonds exactly when the
phases change sign across every edge. -/
theorem scatteringOp_eq_zero_iff [DecidableEq n] [Nonempty n] (η : V → ℂ) :
    (∀ h : Sym2 V → Matrix n n ℂ, (∀ e, (h e).IsHermitian) → scatteringOp G η h = 0)
      ↔ ∀ i j, G.Adj i j → η i = -η j := by
  refine ⟨fun H i j hij => ?_, fun hη h _ => scatteringOp_staggered G η hη h⟩
  -- switch on a single bond
  have h0 := H (fun e => if e = s(i, j) then 1 else 0) (by
    intro e
    dsimp only
    split_ifs
    · exact Matrix.isHermitian_one
    · exact Matrix.isHermitian_zero)
  rw [scatteringOp_eq_bond_sum] at h0
  simp only [smul_ite, smul_zero, Finset.sum_ite_eq', SimpleGraph.mem_edgeFinset,
    SimpleGraph.mem_edgeSet, hij, if_true] at h0
  obtain ⟨k⟩ := ‹Nonempty n›
  have hk := congrFun (congrFun h0 k) k
  have hsum : η i + η j = 0 := by
    simpa [bondPhase, Matrix.smul_apply] using hk
  exact eq_neg_of_add_eq_zero_left hsum

end

end KEdgeTwoMagnonRIXS
```

Messages:

```
Main.lean:88:4: error: `dsimp` made no progress
```

This version goes through:

```diff
@@ -86,7 +86,6 @@
   have h0 := H (fun e => if e = s(i, j) then 1 else 0) (by
     intro e
-    dsimp only
     split_ifs
-    · exact Matrix.isHermitian_one
+    · exact Matrix.conjTranspose_one
     · exact Matrix.isHermitian_zero)
   rw [scatteringOp_eq_bond_sum] at h0
```

Cause. The error comes where the proof checks that the chosen bonds are Hermitian. `dsimp only` was there to apply the function `fun e => if e = s(i, j) then 1 else 0` to `e`. Lean had already done this when it put the function in place of `h` in the hypothesis `H`, so after `intro e` the goal was already about the `if` expression itself. `dsimp only` found nothing to simplify, and it fails when it changes nothing. With the line deleted, `split_ifs` acts directly on the `if` and leaves two cases, the identity matrix and the zero matrix.

The other change, from `Matrix.isHermitian_one` to `Matrix.conjTranspose_one`, answers no reported error. The new lemma says that the identity equals its conjugate transpose, which is what `IsHermitian` means by definition, so it closes the same goal. Nothing in the message shows that this swap was needed.
